# The Kleinman–Bylander force on an ion at fixed orbital coefficients: $F_j = 2D\,\mathrm{Im}(\bar p\,q_j)$

An ion moves through a crystal described in plane waves, carrying its pseudopotential with it. The nonlocal part of that potential acts on an orbital through the orbital's overlap with a projector centred on the ion. As the ion moves, the overlap can change, and the energy with it. What force does this put on the ion?

The orbital coefficients are held fixed throughout. The answer is therefore the nonlocal contribution of one orbital, in a finite basis and before weighting by its occupation, to the Hellmann–Feynman force used in plane-wave molecular dynamics. The local, electrostatic and other energy terms are absent.

In the code, the finite type `κ` labels plane waves and `ι` labels projectors. Vectors in space have type `Fin 3 → ℝ`, and `⬝ᵥ` is the dot product.

In Lean 4 with Mathlib:

```lean
import Mathlib

open Complex Matrix
open scoped ComplexConjugate

namespace SeparablePseudopotentialForce

noncomputable section

variable {κ ι : Type*} [Fintype κ] [Fintype ι]
```

## Projection and energy

Let $G_n$ be the wavevectors, $c_n$ the orbital coefficients and $b_n$ the coefficients of the projector when it sits at the origin. Moving the projector to $R$ multiplies $b_n$ by $e^{-iG_n\cdot R}$. The overlap conjugates this factor, so wave $n$ contributes

$$A_n(R)=\bar b_n\,e^{iG_n\cdot R}\,c_n .$$

```lean
/-- Contribution of the plane wave `n` to the overlap of a projector centred at `R`
(coefficients `b`) with an orbital (coefficients `c`). -/
def amplitude (G : κ → Fin 3 → ℝ) (b c : κ → ℂ) (R : Fin 3 → ℝ) (n : κ) : ℂ :=
  conj (b n) * cexp (I * ((G n ⬝ᵥ R : ℝ) : ℂ)) * c n
```

The projection is the sum $p(R)=\sum_n A_n(R)$.

```lean
/-- The projection `p(R)` of the orbital on the projector of an ion at `R`. -/
def projection (G : κ → Fin 3 → ℝ) (b c : κ → ℂ) (R : Fin 3 → ℝ) : ℂ :=
  ∑ n, amplitude G b c R n
```

Differentiating a phase will bring down a component of its wavevector, which calls for the weighted sum $q_j(R)=\sum_n G_{n,j}A_n(R)$.

```lean
/-- The weighted projection `q_j(R)`: each plane wave is multiplied by the component `j`
of its wavevector. -/
def moment (G : κ → Fin 3 → ℝ) (b c : κ → ℂ) (R : Fin 3 → ℝ) (j : Fin 3) : ℂ :=
  ∑ n, (G n j : ℂ) * amplitude G b c R n
```

An ion may have several projectors, with coefficients $\beta_{a,n}$, projections $p_a$ and weighted sums $q_{a,j}$. A matrix $D_{aa'}$ sets how strongly the potential couples them, and the energy is

$$E=\mathrm{Re}\sum_{a,a'}\bar p_a D_{aa'}p_{a'} .$$

```lean
/-- Nonlocal energy of one orbital for several projectors `β a` coupled by the matrix `D`. -/
def channelEnergy (D : Matrix ι ι ℂ) (G : κ → Fin 3 → ℝ) (β : ι → κ → ℂ) (c : κ → ℂ)
    (R : Fin 3 → ℝ) : ℝ :=
  (∑ a, ∑ a', conj (projection G (β a) c R) * D a a' * projection G (β a') c R).re
```

The candidate force is $F_j=2\,\mathrm{Im}\sum_{a,a'}\bar p_a D_{aa'}q_{a',j}$. At this stage it is only an expression; its relation to the energy is proved below.

```lean
/-- The force expression `2 Im ∑ conj(p_a) D_aa' q_a'j` for coupled projectors. -/
def channelForce (D : Matrix ι ι ℂ) (G : κ → Fin 3 → ℝ) (β : ι → κ → ℂ) (c : κ → ℂ)
    (R : Fin 3 → ℝ) (j : Fin 3) : ℝ :=
  2 * (∑ a, ∑ a', conj (projection G (β a) c R) * D a a' * moment G (β a') c R j).im
```

With one projector, the coupling is a real number $D$, the strength and sign of the nonlocal potential in that channel. The energy is then $D|p|^2$.

```lean
/-- The Kleinman-Bylander energy `D |p(R)|²` of one projector and one orbital. -/
def kbEnergy (D : ℝ) (G : κ → Fin 3 → ℝ) (b c : κ → ℂ) (R : Fin 3 → ℝ) : ℝ :=
  D * ‖projection G b c R‖ ^ 2
```

The corresponding force expression is $2D\,\mathrm{Im}(\bar p\,q_j)$.

```lean
/-- The force expression `2 D Im(conj(p) q_j)` for one projector and one orbital. -/
def kbForce (D : ℝ) (G : κ → Fin 3 → ℝ) (b c : κ → ℂ) (R : Fin 3 → ℝ) (j : Fin 3) : ℝ :=
  2 * D * (conj (projection G b c R) * moment G b c R j).im
```

## How the projection changes as the ion moves

Let the ion follow a trajectory $X(t)$ with velocity $w$ at time $t$. By the chain rule, $\dot A_n=i(G_n\cdot w)A_n$. Summing over $n$ and writing out the dot product gives

$$\dot p=i\sum_n\sum_j G_{n,j}w_jA_n=i\sum_j w_jq_j .$$

The hypothesis `HasDerivAt X w t` says that the trajectory is differentiable at $t$ with derivative $w$. In the proof, `hphase` differentiates $G_n\cdot X$, `hterm` differentiates one wave, and `Finset.sum_comm` exchanges the two sums.

```lean
/-- When the ion moves with velocity `w`, its projection changes at the rate
`i ∑ w_j q_j`. -/
theorem hasDerivAt_projection (G : κ → Fin 3 → ℝ) (b c : κ → ℂ)
    {X : ℝ → Fin 3 → ℝ} {w : Fin 3 → ℝ} {t : ℝ} (hX : HasDerivAt X w t) :
    HasDerivAt (fun s => projection G b c (X s))
      (I * ∑ j, (w j : ℂ) * moment G b c (X t) j) t := by
  have hphase : ∀ n, HasDerivAt (fun s => G n ⬝ᵥ X s) (G n ⬝ᵥ w) t := by
    intro n
    simp only [dotProduct]
    exact HasDerivAt.fun_sum fun j _ => (hasDerivAt_pi.1 hX j).const_mul (G n j)
  -- each plane wave brings down a factor i G·w
  have hterm : ∀ n, HasDerivAt (fun s => amplitude G b c (X s) n)
      (I * ((G n ⬝ᵥ w : ℝ) : ℂ) * amplitude G b c (X t) n) t := by
    intro n
    unfold amplitude
    refine (((((hphase n).ofReal_comp.const_mul I).cexp).const_mul
      (conj (b n))).mul_const (c n)).congr_deriv ?_
    ring
  unfold projection
  refine (HasDerivAt.fun_sum fun n _ => hterm n).congr_deriv ?_
  have hdot : ∀ n, ((G n ⬝ᵥ w : ℝ) : ℂ) = ∑ j, (G n j : ℂ) * (w j : ℂ) := by
    intro n
    simp [dotProduct]
  simp only [moment, hdot, Finset.mul_sum, Finset.sum_mul]
  rw [Finset.sum_comm]
  refine Finset.sum_congr rfl fun j _ => Finset.sum_congr rfl fun n _ => ?_
  ring
```

## Hermiticity joins the two product-rule terms

Suppose $\dot p_a=i r_a$, and put $S=\sum_{a,a'}\bar p_aD_{aa'}r_{a'}$. Differentiating $p_{a'}$ in the quadratic form gives $iS$. Differentiating $\bar p_a$ gives

$$\sum_{a,a'}\overline{i r_a}\,D_{aa'}p_{a'}=-i\,\overline{\sum_{a,a'}\bar p_{a'}D_{a'a}r_a}=-i\bar S=\overline{iS},$$

where $\overline{D_{aa'}}=D_{a'a}$ was used. The total is $2\,\mathrm{Re}(iS)=-2\,\mathrm{Im}\,S$. The hypothesis `D.IsHermitian` expresses the Hermiticity of the nonlocal potential. The steps `h1` and `h2` are the two evaluations above.

```lean
/-- For a Hermitian `D`, the sum of the two product-rule terms `conj(i r) D p` and `conj(p) D (i r)`
has real part `-2 Im(conj(p) D r)`. -/
theorem hermitian_variation {D : Matrix ι ι ℂ} (hD : D.IsHermitian) (p r : ι → ℂ) :
    (∑ a, ∑ a', (conj (I * r a) * D a a' * p a' + conj (p a) * D a a' * (I * r a'))).re
      = -2 * (∑ a, ∑ a', conj (p a) * D a a' * r a').im := by
  -- the two product-rule terms are complex conjugates of each other
  have h1 : ∑ a, ∑ a', conj (I * r a) * D a a' * p a'
      = conj (I * ∑ a, ∑ a', conj (p a) * D a a' * r a') := by
    rw [Finset.sum_comm]
    simp only [map_mul, map_sum, Finset.mul_sum, Complex.conj_conj]
    refine Finset.sum_congr rfl fun a _ => Finset.sum_congr rfl fun a' _ => ?_
    have h : conj (D a a') = D a' a := hD.apply a' a
    rw [h]
    ring
  have h2 : ∑ a, ∑ a', conj (p a) * D a a' * (I * r a')
      = I * ∑ a, ∑ a', conj (p a) * D a a' * r a' := by
    simp only [Finset.mul_sum]
    refine Finset.sum_congr rfl fun a _ => Finset.sum_congr rfl fun a' _ => ?_
    ring
  simp only [Finset.sum_add_distrib]
  rw [h1, h2]
  simp only [Complex.add_re, Complex.conj_re, Complex.mul_re, Complex.I_re, Complex.I_im]
  ring
```

## The energy falls at the rate at which the force does work

Now take $r_a=\sum_jw_jq_{a,j}$. Since each $w_j$ is real, it comes out of the imaginary part:

$$\dot E=-2\,\mathrm{Im}\sum_jw_j\sum_{a,a'}\bar p_aD_{aa'}q_{a',j}=-\sum_jF_jw_j .$$

The proof applies the product rule to each pair of projectors, takes the real part, and invokes the Hermitian identity. The step `hZ` then collects the Cartesian components.

```lean
/-- Along any differentiable ionic trajectory, the nonlocal energy with Hermitian coupling
changes at minus the power `F · w` of the force. -/
theorem hasDerivAt_channelEnergy {D : Matrix ι ι ℂ} (hD : D.IsHermitian)
    (G : κ → Fin 3 → ℝ) (β : ι → κ → ℂ) (c : κ → ℂ)
    {X : ℝ → Fin 3 → ℝ} {w : Fin 3 → ℝ} {t : ℝ} (hX : HasDerivAt X w t) :
    HasDerivAt (fun s => channelEnergy D G β c (X s))
      (-∑ j, channelForce D G β c (X t) j * w j) t := by
  have hp := fun a => hasDerivAt_projection G (β a) c hX
  have hsum := HasDerivAt.fun_sum (u := Finset.univ) fun (a : ι) _ =>
    HasDerivAt.fun_sum (u := Finset.univ) fun (a' : ι) _ =>
      ((hp a).star.mul_const (D a a')).fun_mul (hp a')
  have hre := Complex.reCLM.hasFDerivAt.comp_hasDerivAt t hsum
  refine HasDerivAt.congr_deriv hre ?_
  refine (hermitian_variation hD (fun a => projection G (β a) c (X t))
    (fun a => ∑ j, (w j : ℂ) * moment G (β a) c (X t) j)).trans ?_
  -- collect the Cartesian components of the force
  have hZ : ∑ a, ∑ a', conj (projection G (β a) c (X t)) * D a a' *
        (∑ j, (w j : ℂ) * moment G (β a') c (X t) j)
      = ∑ j, (w j : ℂ) * ∑ a, ∑ a', conj (projection G (β a) c (X t)) * D a a' *
        moment G (β a') c (X t) j := by
    simp only [Finset.mul_sum]
    symm
    rw [Finset.sum_comm]
    refine Finset.sum_congr rfl fun a _ => ?_
    rw [Finset.sum_comm]
    refine Finset.sum_congr rfl fun a' _ => Finset.sum_congr rfl fun j _ => ?_
    ring
  rw [hZ, Complex.im_sum, Finset.mul_sum, ← Finset.sum_neg_distrib]
  refine Finset.sum_congr rfl fun j _ => ?_
  rw [Complex.im_ofReal_mul]
  unfold channelForce
  ring
```

A single projector is the case of a $1\times1$ matrix with real entry $D$, which is Hermitian. The steps `hE` and `hF` check that the energy and force reduce to $D|p|^2$ and $2D\,\mathrm{Im}(\bar p\,q_j)$.

```lean
/-- Along any differentiable ionic trajectory, the Kleinman-Bylander energy `D |p|²`
changes at minus the power of the force `2 D Im(conj(p) q_j)`. -/
theorem hasDerivAt_kbEnergy (D : ℝ) (G : κ → Fin 3 → ℝ) (b c : κ → ℂ)
    {X : ℝ → Fin 3 → ℝ} {w : Fin 3 → ℝ} {t : ℝ} (hX : HasDerivAt X w t) :
    HasDerivAt (fun s => kbEnergy D G b c (X s))
      (-∑ j, kbForce D G b c (X t) j * w j) t := by
  -- a single channel with a real coupling
  let M : Matrix Unit Unit ℂ := Matrix.of fun _ _ => (D : ℂ)
  have hM : M.IsHermitian := Matrix.IsHermitian.ext fun _ _ => by simp [M]
  have hE : ∀ R, kbEnergy D G b c R = channelEnergy M G (fun _ => b) c R := by
    intro R
    simp only [kbEnergy, channelEnergy, M, Matrix.of_apply, Finset.univ_unique,
      Finset.sum_singleton, ← Complex.normSq_eq_norm_sq, Complex.normSq_apply,
      Complex.mul_re, Complex.mul_im, Complex.conj_re, Complex.conj_im,
      Complex.ofReal_re, Complex.ofReal_im]
    ring
  have hF : ∀ R j, kbForce D G b c R j = channelForce M G (fun _ => b) c R j := by
    intro R j
    simp only [kbForce, channelForce, M, Matrix.of_apply, Finset.univ_unique,
      Finset.sum_singleton, Complex.mul_re, Complex.mul_im, Complex.conj_re,
      Complex.conj_im, Complex.ofReal_re, Complex.ofReal_im]
    ring
  simp only [hE, hF]
  exact hasDerivAt_channelEnergy hM G (fun _ => b) c hX
```

Displacing the ion along axis $j$ means $X(s)=R+s\,e_j$, with $e_j$ the unit vector and hence $w=e_j$. Only one term of the power survives:

$$\frac{\partial}{\partial R_j}\,D|p|^2=-2D\,\mathrm{Im}(\bar p\,q_j).$$

```lean
/-- The derivative of the Kleinman-Bylander energy for a displacement of the ion along
the Cartesian axis `j` is `-2 D Im(conj(p) q_j)`. -/
theorem kbForce_component (D : ℝ) (G : κ → Fin 3 → ℝ) (b c : κ → ℂ)
    (R : Fin 3 → ℝ) (j : Fin 3) :
    HasDerivAt (fun s : ℝ => kbEnergy D G b c (R + s • (Pi.single j 1 : Fin 3 → ℝ)))
      (-(2 * D * (conj (projection G b c R) * moment G b c R j).im)) 0 := by
  have hX : HasDerivAt (fun s : ℝ => R + s • (Pi.single j 1 : Fin 3 → ℝ))
      (Pi.single j 1 : Fin 3 → ℝ) 0 :=
    (((hasDerivAt_id (0 : ℝ)).smul_const
      (Pi.single j 1 : Fin 3 → ℝ)).const_add R).congr_deriv (one_smul ℝ _)
  refine (hasDerivAt_kbEnergy D G b c hX).congr_deriv ?_
  simp [Pi.single_apply, kbForce]
```

## The force may be computed with $G$ or $k+G$

A Bloch orbital has wavevectors $k+G_n$, and $b_n$ is then the projector's coefficient at $k+G_n$. Keep these numbers $b_n$ and $c_n$, and change only the wavevectors in the phases and weights from $G_n$ to $k+G_n$. The shift multiplies every $A_n$ by the phase $e^{ik\cdot R}$. The new sums are

$$p'=e^{ik\cdot R}p,\qquad q'_j=e^{ik\cdot R}(k_jp+q_j),$$

and therefore

$$\bar p'q'_j=k_j|p|^2+\bar p\,q_j .$$

The added term is real, so the imaginary part, and with it the one-projector force, is unchanged. The steps `hp` and `hq` are the two shifted sums, and `key` is the last identity.

```lean
/-- Adding a common vector `k` to all wavevectors leaves the Kleinman-Bylander force
unchanged. -/
theorem kbForce_shift (D : ℝ) (G : κ → Fin 3 → ℝ) (b c : κ → ℂ)
    (k R : Fin 3 → ℝ) (j : Fin 3) :
    kbForce D (fun n => k + G n) b c R j = kbForce D G b c R j := by
  set e : ℂ := cexp (I * ((k ⬝ᵥ R : ℝ) : ℂ)) with he_def
  have he : conj e * e = 1 := by
    rw [he_def, ← Complex.exp_conj, ← Complex.exp_add]
    simp
  have ha : ∀ n, amplitude (fun n => k + G n) b c R n = e * amplitude G b c R n := by
    intro n
    simp only [amplitude, he_def, add_dotProduct, Complex.ofReal_add, mul_add,
      Complex.exp_add]
    ring
  have hp : projection (fun n => k + G n) b c R = e * projection G b c R := by
    simp only [projection, ha, Finset.mul_sum]
  have hq : moment (fun n => k + G n) b c R j
      = e * ((k j : ℂ) * projection G b c R + moment G b c R j) := by
    simp only [moment, projection, ha, Finset.mul_sum, ← Finset.sum_add_distrib]
    refine Finset.sum_congr rfl fun n _ => ?_
    rw [Pi.add_apply, Complex.ofReal_add]
    ring
  have hn : conj (projection G b c R) * projection G b c R
      = (Complex.normSq (projection G b c R) : ℂ) := by
    rw [mul_comm, Complex.mul_conj]
  -- the shift only adds a real number to conj(p) q_j
  have key : conj (e * projection G b c R)
        * (e * ((k j : ℂ) * projection G b c R + moment G b c R j))
      = ((k j * Complex.normSq (projection G b c R) : ℝ) : ℂ)
        + conj (projection G b c R) * moment G b c R j := by
    rw [map_mul, Complex.ofReal_mul]
    linear_combination (conj (projection G b c R)
      * ((k j : ℂ) * projection G b c R + moment G b c R j)) * he + (k j : ℂ) * hn
  unfold kbForce
  rw [hp, hq, key, Complex.add_im, Complex.ofReal_im, zero_add]
```

## Two interfering waves

Take the wavevectors $0$ and $g$ with all coefficients equal to 1, and let $\theta=g\cdot R$. Then $p=1+e^{i\theta}$ and $q_j=g_je^{i\theta}$, so

$$\bar p\,q_j=g_j(e^{i\theta}+1),\qquad F_j=2Dg_j\sin\theta .$$

For numbers in consistent units, let $D=3$, $g=(2,0,0)$ and $R=(\pi/4,0,0)$. Then $\theta=\pi/2$, $p=1+i$ and $q_x=2i$. The energy is $3\cdot2=6$. Since $\bar p\,q_x=(1-i)\,2i=2+2i$, the force is $F_x=2\cdot3\cdot2=12$. Moving the ion by $0.01$ along $x$ lowers the energy to about $5.8800$, a slope close to $-12$.

For $g\neq0$ this orbital has squared norm 2. Normalising it, with the projector and $D$ unchanged, halves both results: the energy becomes 3 and the force 6.

The proof writes $e^{i\theta}$ as $\cos\theta+i\sin\theta$ in `he`, evaluates the two sums, and takes the imaginary part.

```lean
/-- For the two wavevectors `0` and `g` with unit coefficients, the Kleinman-Bylander
force is `2 D g_j sin(g · R)`. -/
theorem kbForce_two_waves (D : ℝ) (g R : Fin 3 → ℝ) (j : Fin 3) :
    kbForce D ![0, g] (fun _ => 1) (fun _ => 1) R j
      = 2 * D * g j * Real.sin (g ⬝ᵥ R) := by
  have he : cexp (I * ((g ⬝ᵥ R : ℝ) : ℂ))
      = ⟨Real.cos (g ⬝ᵥ R), Real.sin (g ⬝ᵥ R)⟩ := by
    apply Complex.ext <;> simp [Complex.exp_re, Complex.exp_im]
  have hp : projection ![0, g] (fun _ => 1) (fun _ => 1) R
      = 1 + ⟨Real.cos (g ⬝ᵥ R), Real.sin (g ⬝ᵥ R)⟩ := by
    simp [projection, amplitude, Fin.sum_univ_two, he]
  have hq : moment ![0, g] (fun _ => 1) (fun _ => 1) R j
      = (g j : ℂ) * ⟨Real.cos (g ⬝ᵥ R), Real.sin (g ⬝ᵥ R)⟩ := by
    simp [moment, amplitude, Fin.sum_univ_two, he]
  rw [kbForce, hp, hq]
  simp only [Complex.mul_im, Complex.conj_re, Complex.conj_im, Complex.add_re,
    Complex.add_im, Complex.one_re, Complex.one_im, Complex.mul_re, Complex.ofReal_re,
    Complex.ofReal_im]
  ring

end

end SeparablePseudopotentialForce
```

```lean
#print axioms SeparablePseudopotentialForce.kbForce_component
#print axioms SeparablePseudopotentialForce.kbForce_shift
#print axioms SeparablePseudopotentialForce.kbForce_two_waves
```

```
'SeparablePseudopotentialForce.kbForce_component' depends on axioms: [propext, Classical.choice, Quot.sound]
'SeparablePseudopotentialForce.kbForce_shift' depends on axioms: [propext, Classical.choice, Quot.sound]
'SeparablePseudopotentialForce.kbForce_two_waves' depends on axioms: [propext, Classical.choice, Quot.sound]
```
